# For a Hermitian matrix with spectrum in [0,1], the step X² never raises the trace and 2X − X² never lowers it

Let $X$ be a Hermitian complex matrix with spectrum in $[0,1]$. Then $X^2$ and $2X-X^2$ are again Hermitian with spectrum in $[0,1]$, and

$$\operatorname{Tr}X^2\le\operatorname{Tr}X\le\operatorname{Tr}(2X-X^2),$$

where each inequality is an equality exactly when $X^2=X$. Close to a projector $P$, the linear parts of the two steps act on a displacement $Y$ as $PY+YP$ and $2Y-PY-YP$. Each of them leaves $Y$ unchanged exactly when $PYP=0$ and $(1-P)Y(1-P)=0$.

For independent electrons in a finite orthonormal basis, $X$ is an approximate one-particle density matrix and the two maps are the steps of one purification method, second-order spectral projection, which aims to turn it into a projector.

## The two steps and their linear parts

```lean
import Mathlib

open Matrix
open scoped ComplexOrder

namespace DensityMatrixPurification

section Steps

variable {R : Type*} [Ring R]
```

The first line loads the mathematical library Mathlib. `ComplexOrder` supplies an order on $\mathbb C$: $z\le w$ means that the real parts are ordered and the imaginary parts are equal. The letter `R` stands for any ring, with multiplication that need not commute; square matrices are the case of interest.

```lean
/-- The purification step `X ↦ X²`. -/
def lowerStep (X : R) : R := X ^ 2
```

A `def` introduces a name. This one is the map $X\mapsto X^2$, which pushes an occupation $x$ between 0 and 1 down to $x^2$.

```lean
/-- The purification step `X ↦ 2X - X²`. -/
def raiseStep (X : R) : R := 2 * X - X ^ 2
```

This is $X\mapsto 2X-X^2$, which pushes the same occupation up to $2x-x^2$.

```lean
/-- The part of `X ↦ X²` at `P` that is linear in the displacement `Y`. -/
def lowerLin (P Y : R) : R := P * Y + Y * P
```

For a displacement $Y$ from $P$, the linear part of the first step is $PY+YP$. The order of the factors matters.

```lean
/-- The part of `X ↦ 2X - X²` at `P` that is linear in the displacement `Y`. -/
def raiseLin (P Y : R) : R := 2 * Y - P * Y - Y * P
```

The linear part of the second step is $2Y-PY-YP$.

```lean
/-- Both steps, expanded about `P`, consist of the value at `P`, the linearised step,
and a remainder `± Y²`. -/
theorem step_expansion (P Y : R) :
    lowerStep (P + Y) = lowerStep P + lowerLin P Y + Y ^ 2 ∧
    raiseStep (P + Y) = raiseStep P + raiseLin P Y - Y ^ 2 := by
  unfold lowerStep raiseStep lowerLin raiseLin
  constructor <;> noncomm_ring
```

A `theorem` has its statement before `:=` and its proof after it. Multiplying out gives

$$(P+Y)^2=P^2+(PY+YP)+Y^2,$$

and subtracting this from $2P+2Y$ gives

$$2(P+Y)-(P+Y)^2=(2P-P^2)+(2Y-PY-YP)-Y^2.$$

So the two definitions are the correct linear parts, with remainders $\pm Y^2$. The tactic `noncomm_ring` does this expansion without exchanging factors.

## Which first-order errors survive

```lean
/-- For an idempotent `P`, each linearised step fixes `Y` exactly when both diagonal
blocks of `Y`, `PYP` and `(1-P)Y(1-P)`, vanish. -/
theorem linearised_fixed_iff {P : R} (hP : P * P = P) (Y : R) :
    (lowerLin P Y = Y ↔ P * Y * P = 0 ∧ (1 - P) * Y * (1 - P) = 0) ∧
    (raiseLin P Y = Y ↔ P * Y * P = 0 ∧ (1 - P) * Y * (1 - P) = 0) := by
  -- the step doubles the block `PYP`
  have h1 : P * lowerLin P Y * P = 2 * (P * Y * P) := by
    have e : P * lowerLin P Y * P = (P * P) * Y * P + P * Y * (P * P) := by
      unfold lowerLin; noncomm_ring
    rw [e, hP, two_mul]
  -- the change of `Y` lives in the diagonal blocks
  have e : Y - lowerLin P Y = (1 - P) * Y * (1 - P) - P * Y * P := by
    unfold lowerLin; noncomm_ring
  have key : lowerLin P Y = Y ↔ P * Y * P = 0 ∧ (1 - P) * Y * (1 - P) = 0 := by
    constructor
    · intro h
      have ho : P * Y * P = 0 := by
        calc P * Y * P = 2 * (P * Y * P) - P * Y * P := by noncomm_ring
          _ = 0 := by rw [← h1, h, sub_self]
      refine ⟨ho, ?_⟩
      rw [h, sub_self, ho, sub_zero] at e
      exact e.symm
    · rintro ⟨ho, hv⟩
      rw [ho, hv, sub_zero] at e
      exact (sub_eq_zero.1 e).symm
  -- the two linearised steps move `Y` by opposite amounts
  have d : raiseLin P Y - Y = Y - lowerLin P Y := by
    unfold raiseLin lowerLin; noncomm_ring
  have k : raiseLin P Y = Y ↔ lowerLin P Y = Y :=
    ⟨fun h => (sub_eq_zero.1 (by rw [← d, h, sub_self])).symm,
      fun h => sub_eq_zero.1 (by rw [d, h, sub_self])⟩
  exact ⟨key, k.trans key⟩
```

The hypothesis `hP` says $P^2=P$. Hermiticity of $P$ is not needed here, and $Y$ is arbitrary. If $P$ projects onto the occupied orbitals, $PYP$ is the occupied–occupied block of $Y$ and $(1-P)Y(1-P)$ the virtual–virtual block.

Write $L(Y)=PY+YP$. Expanding the virtual block gives

$$Y-L(Y)=(1-P)Y(1-P)-PYP,$$

which is `e` in the proof. If both blocks vanish, then $L(Y)=Y$. Conversely, suppose $L(Y)=Y$. Since $P^2=P$,

$$P\,L(Y)\,P=P^2YP+PYP^2=2PYP,$$

which is `h1`. The left side is now $PYP$, so $PYP=2PYP$ and $PYP=0$. The identity `e` then leaves $(1-P)Y(1-P)=0$.

For the other step, $(2Y-PY-YP)-Y=Y-L(Y)$. The two linearised steps change $Y$ by opposite amounts, so they fix the same $Y$. This is `d`, and `k` turns it into an equivalence.

```lean
/-- For an idempotent `P`, one linearised step of each kind, in either order, removes the
diagonal blocks of `Y` and keeps the off-diagonal ones. -/
theorem linearised_pair {P : R} (hP : P * P = P) (Y : R) :
    raiseLin P (lowerLin P Y) = P * Y * (1 - P) + (1 - P) * Y * P ∧
    lowerLin P (raiseLin P Y) = P * Y * (1 - P) + (1 - P) * Y * P := by
  have e1 : raiseLin P (lowerLin P Y) =
      2 * (P * Y + Y * P) - (P * P) * Y - 2 * (P * Y * P) - Y * (P * P) := by
    unfold raiseLin lowerLin; noncomm_ring
  have e2 : lowerLin P (raiseLin P Y) =
      2 * (P * Y + Y * P) - (P * P) * Y - 2 * (P * Y * P) - Y * (P * P) := by
    unfold raiseLin lowerLin; noncomm_ring
  rw [e1, e2, hP]
  constructor <;> noncomm_ring

end Steps
```

Now apply one linearised step of each kind. With $P^2=P$, we have $P\,L(Y)=PY+PYP$ and $L(Y)\,P=PYP+YP$, hence

$$2L(Y)-P\,L(Y)-L(Y)\,P=PY+YP-2PYP=PY(1-P)+(1-P)YP.$$

In the other order, the sum of $P(2Y-PY-YP)=PY-PYP$ and $(2Y-PY-YP)P=YP-PYP$ is the same expression. To first order, then, such a pair of steps removes errors within the occupied and virtual spaces and keeps the mixing between them. Purification repairs occupations; it does not undo a small rotation of the occupied space.

```lean
/-- For the projector `diag(1, 0)`, the linearised step `PY + YP` fixes the matrix `Y` that
exchanges the two basis states. -/
theorem linearised_fixed_witness :
    (!![1, 0; 0, 0] : Matrix (Fin 2) (Fin 2) ℂ) * !![1, 0; 0, 0] = !![1, 0; 0, 0] ∧
    lowerLin (!![1, 0; 0, 0] : Matrix (Fin 2) (Fin 2) ℂ) !![0, 1; 1, 0]
      = !![0, 1; 1, 0] := by
  constructor <;> ext i j <;> fin_cases i <;> fin_cases j <;>
    simp [lowerLin, Matrix.mul_apply, Fin.sum_univ_succ]
```

The notation `!![1, 0; 0, 0]` lists a matrix row by row. With

$$P=\begin{pmatrix}1&0\\0&0\end{pmatrix},\qquad Y=\begin{pmatrix}0&1\\1&0\end{pmatrix},$$

the theorem checks $P^2=P$ and $PY+YP=Y$, so there are non-zero fixed displacements. The proof compares the matrices entry by entry.

## Occupations between 0 and 1

```lean
variable {n : Type*} [Fintype n] [DecidableEq n]

/-- A trial density matrix: Hermitian, with spectrum in `[0, 1]`. -/
def IsTrialDensity (X : Matrix n n ℂ) : Prop :=
  X.IsHermitian ∧ spectrum ℝ X ⊆ Set.Icc 0 1
```

The finite index set `n` labels the basis functions. `IsTrialDensity X` means that $X$ is Hermitian and that every real $r$ for which $r1-X$ has no inverse lies in $[0,1]$. The lower bound says that no occupation is negative. The upper bound is the Pauli principle: a spin orbital holds at most one electron. The basis is taken as orthonormal, so no overlap matrix appears.

```lean
/-- A Hermitian matrix is positive semidefinite exactly when its spectrum is nonnegative. -/
theorem posSemidef_iff_spectrum {A : Matrix n n ℂ} (hA : A.IsHermitian) :
    A.PosSemidef ↔ ∀ r ∈ spectrum ℝ A, 0 ≤ r := by
  rw [hA.posSemidef_iff_eigenvalues_nonneg, hA.spectrum_real_eq_range_eigenvalues]
  constructor
  · rintro h r ⟨i, rfl⟩
    exact h i
  · intro h i
    exact h _ ⟨i, rfl⟩
```

Positive semidefinite means $v^\dagger Av\ge0$ for every vector $v$. Diagonalise $A=U\Lambda U^\dagger$, with eigenvalues $\lambda_i$. Then

$$v^\dagger Av=\sum_i\lambda_i\,|(U^\dagger v)_i|^2,$$

which is non-negative for all $v$ exactly when every $\lambda_i\ge0$. The Lean proof uses Mathlib's version of this criterion and identifies the real spectrum with the set of eigenvalues.

```lean
/-- `X` is a trial density matrix exactly when `X` and `1 - X` are both positive
semidefinite. -/
theorem isTrialDensity_iff (X : Matrix n n ℂ) :
    IsTrialDensity X ↔ X.PosSemidef ∧ (1 - X).PosSemidef := by
  -- the spectrum of `1 - X` is the reflected spectrum of `X`
  have refl (r : ℝ) : r ∈ spectrum ℝ (1 - X) ↔ 1 - r ∈ spectrum ℝ X := by
    have e : algebraMap ℝ (Matrix n n ℂ) r - (1 - X)
        = -(algebraMap ℝ (Matrix n n ℂ) (1 - r) - X) := by
      rw [map_sub, map_one]; abel
    rw [spectrum.mem_iff, spectrum.mem_iff, e, IsUnit.neg_iff]
  constructor
  · rintro ⟨hX, hs⟩
    refine ⟨(posSemidef_iff_spectrum hX).2 fun r hr => (hs hr).1,
      (posSemidef_iff_spectrum (Matrix.isHermitian_one.sub hX)).2 fun r hr => ?_⟩
    have := (hs ((refl r).1 hr)).2
    linarith
  · rintro ⟨h0, h1⟩
    refine ⟨h0.isHermitian, fun r hr =>
      ⟨(posSemidef_iff_spectrum h0.isHermitian).1 h0 r hr, ?_⟩⟩
    have := (posSemidef_iff_spectrum h1.isHermitian).1 h1 (1 - r)
      ((refl (1 - r)).2 (by rwa [sub_sub_cancel]))
    linarith
```

The bounds on the spectrum become two positivity conditions, $X\ge0$ and $1-X\ge0$. The link is

$$r1-(1-X)=-\bigl((1-r)1-X\bigr).$$

A sign does not affect invertibility, so $r$ is in the spectrum of $1-X$ exactly when $1-r$ is in that of $X$. This is `refl`. Non-negative eigenvalues of $1-X$ therefore mean eigenvalues of $X$ not above 1.

```lean
/-- For a trial density matrix `X`, the idempotency defect `X - X²` is positive
semidefinite. -/
theorem defect_posSemidef {X : Matrix n n ℂ} (h : IsTrialDensity X) :
    (X - X ^ 2).PosSemidef := by
  obtain ⟨h0, h1⟩ := (isTrialDensity_iff X).1 h
  have e : X - X ^ 2 = Xᴴ * (1 - X) * X + (1 - X)ᴴ * X * (1 - X) := by
    rw [h0.isHermitian.eq, h1.isHermitian.eq]; noncomm_ring
  rw [e]
  exact (h1.conjTranspose_mul_mul_same X).add (h0.conjTranspose_mul_mul_same (1 - X))
```

The defect $X-X^2$ measures the distance from idempotency. Expanding the right side confirms

$$X-X^2=X(1-X)X+(1-X)X(1-X),$$

because it equals $(X^2-X^3)+(X-2X^2+X^3)$. Both terms have the form $A^\dagger BA$ with $B\ge0$, and $v^\dagger A^\dagger BAv=(Av)^\dagger B(Av)\ge0$. The superscript `ᴴ` is Lean's conjugate transpose.

```lean
/-- Both purification steps turn a trial density matrix into a trial density matrix. -/
theorem steps_preserve {X : Matrix n n ℂ} (h : IsTrialDensity X) :
    IsTrialDensity (lowerStep X) ∧ IsTrialDensity (raiseStep X) := by
  have lower {Z : Matrix n n ℂ} (hZ : IsTrialDensity Z) : IsTrialDensity (lowerStep Z) := by
    refine (isTrialDensity_iff _).2 ⟨?_, ?_⟩
    · have := Matrix.posSemidef_conjTranspose_mul_self Z
      rwa [hZ.1.eq, ← pow_two] at this
    · have := ((isTrialDensity_iff Z).1 hZ).2.add (defect_posSemidef hZ)
      rwa [sub_add_sub_cancel] at this
  have hole {Z : Matrix n n ℂ} (hZ : IsTrialDensity Z) : IsTrialDensity (1 - Z) := by
    obtain ⟨h0, h1⟩ := (isTrialDensity_iff Z).1 hZ
    exact (isTrialDensity_iff _).2 ⟨h1, by rwa [sub_sub_cancel]⟩
  -- particle-hole exchange maps one step to the other
  have e : raiseStep X = 1 - lowerStep (1 - X) := by
    unfold raiseStep lowerStep; noncomm_ring
  exact ⟨lower h, e ▸ hole (lower (hole h))⟩
```

For the first step, $X^2=X^\dagger X\ge0$ and

$$1-X^2=(1-X)+(X-X^2)\ge0.$$

This is `lower`. The second step follows by exchanging particles and holes. If $X$ is a trial density matrix, so is $1-X$, which is `hole`, and

$$2X-X^2=1-(1-X)^2.$$

Exchange, square, exchange back: each operation keeps the spectrum in $[0,1]$.

## The trace and its equality case

```lean
/-- For a trial density matrix, `Tr X² ≤ Tr X ≤ Tr (2X - X²)`, and each inequality is an
equality exactly when `X` is idempotent. -/
theorem trace_steps {X : Matrix n n ℂ} (h : IsTrialDensity X) :
    (trace (lowerStep X) ≤ trace X ∧ trace X ≤ trace (raiseStep X)) ∧
    (trace (lowerStep X) = trace X ↔ X ^ 2 = X) ∧
    (trace X = trace (raiseStep X) ↔ X ^ 2 = X) := by
  have g := defect_posSemidef h
  -- both trace changes equal the trace of the defect
  have t1 : trace X - trace (lowerStep X) = trace (X - X ^ 2) := by
    rw [← Matrix.trace_sub, lowerStep]
  have t2 : trace (raiseStep X) - trace X = trace (X - X ^ 2) := by
    rw [← Matrix.trace_sub]
    congr 1
    unfold raiseStep; noncomm_ring
  have idem (h0 : trace (X - X ^ 2) = 0) : X ^ 2 = X :=
    (sub_eq_zero.1 (g.trace_eq_zero_iff.1 h0)).symm
  refine ⟨⟨sub_nonneg.1 (t1 ▸ g.trace_nonneg), sub_nonneg.1 (t2 ▸ g.trace_nonneg)⟩,
    ⟨fun q => idem (by rw [← t1, q, sub_self]), fun q => by rw [lowerStep, q]⟩,
    ⟨fun q => idem (by rw [← t2, ← q, sub_self]), fun q => ?_⟩⟩
  have e : raiseStep X = X := by
    rw [raiseStep, q, two_mul, add_sub_cancel_right]
  rw [e]

end DensityMatrixPurification
```

Both changes of the trace equal the trace of the defect:

$$\operatorname{Tr}X-\operatorname{Tr}X^2=\operatorname{Tr}(X-X^2)=\operatorname{Tr}(2X-X^2)-\operatorname{Tr}X.$$

These are `t1` and `t2`. The defect is positive semidefinite, so its trace is non-negative and both inequalities follow. If either is an equality, the defect has trace zero. Its eigenvalues are non-negative and sum to zero, so all of them vanish, and a Hermitian matrix with only zero eigenvalues is zero. Hence $X^2=X$, which is `idem`. Conversely, if $X^2=X$, both steps return $X$ and the traces agree.

Hermiticity matters for the equality case. The matrix

$$X=\begin{pmatrix}0&1\\0&0\end{pmatrix}$$

has 0 as its only eigenvalue, and $X^2=0$. All three traces are zero, yet $X^2\ne X$.

## The steps in a purification code

In second-order spectral projection (SP2), a code starts from a Hamiltonian matrix $H$ in an orthonormal basis and from bounds $\varepsilon_{\min}<\varepsilon_{\max}$ that enclose its spectrum. The starting matrix

$$X_0=\frac{\varepsilon_{\max}1-H}{\varepsilon_{\max}-\varepsilon_{\min}}$$

has spectrum in $[0,1]$, with low energies mapped to high occupations. At each iteration the code compares $\operatorname{Tr}X$ with the number $N$ of occupied orbitals. It takes $X^2$ if the trace is too large and $2X-X^2$ otherwise, at the cost of one matrix multiplication. When $\operatorname{Tr}X\ne N$, the trace inequalities ensure that the chosen step does not move the trace in the wrong direction, although it may overshoot $N$. When $\operatorname{Tr}X=N$ but $X$ is not yet idempotent, the step raises the trace above $N$, and later steps have to correct this. The quantity $\operatorname{Tr}(X-X^2)$ serves as a measure of the remaining idempotency error. Convergence of the whole iteration to the projector with trace $N$ is a separate question, which also involves the gap between occupied and virtual levels.

```lean
#print axioms DensityMatrixPurification.linearised_pair
-- 'DensityMatrixPurification.linearised_pair' depends on axioms: [propext, Quot.sound]
#print axioms DensityMatrixPurification.posSemidef_iff_spectrum
-- 'DensityMatrixPurification.posSemidef_iff_spectrum' depends on axioms: [propext, Classical.choice, Quot.sound]
#print axioms DensityMatrixPurification.steps_preserve
-- 'DensityMatrixPurification.steps_preserve' depends on axioms: [propext, Classical.choice, Quot.sound]
#print axioms DensityMatrixPurification.trace_steps
-- 'DensityMatrixPurification.trace_steps' depends on axioms: [propext, Classical.choice, Quot.sound]
```
